# A Krylov space built from p starting vectors contains at most p independent eigenvectors for any one eigenvalue

Let K be a field, V a vector space over K, and A a linear map from V to itself. In a quantum-mechanical calculation K is typically ℝ or ℂ, and A can be the matrix of a Hamiltonian in a finite orthonormal basis. For μ in K, write

E_μ = {x ∈ V : A x = μ x}

for the eigenspace and d_μ = dim E_μ for the degeneracy of μ. If μ is not an eigenvalue, then E_μ = {0} and d_μ = 0. No inner product is used, and A need not be Hermitian.

In Lean, A has type `End K V`, the eigenspace is `A.eigenspace μ`, and its dimension, when finite, is `finrank K (A.eigenspace μ)`.

```lean
import Mathlib

open Module

namespace BlockKrylovDegeneracy

variable {K V : Type*} [Field K] [AddCommGroup V] [Module K V]
```

A block is a list of p starting vectors v_0, ..., v_(p−1), with indices running from 0 as in Lean's `Fin p`. The vectors may be dependent or zero, and p = 0 is allowed. The block Krylov space is

W = span {A^k v_j : k ≥ 0, 0 ≤ j < p}.

All powers are included. A calculation stopped after finitely many steps works in a subspace of W, so an upper bound on what W contains applies to it as well.

```lean
/-- The block Krylov space: the span of all vectors `A ^ k v_j`, for every power `k` and every
member `v_j` of the starting block. -/
def blockKrylov (A : End K V) {p : ℕ} (v : Fin p → V) : Submodule K V :=
  Submodule.span K (Set.range fun kj : ℕ × Fin p => (A ^ kj.1) (v kj.2))
```

For a Lanczos-type calculation on a finite Hamiltonian matrix in exact arithmetic, the bound proved below means that fewer than three starting vectors cannot give three independent eigenvectors of a threefold degenerate level. The energy of the level can still be found from a single starting vector that has a component in it. Rounding errors and rates of convergence are not modelled.

## The Krylov space is invariant under A

Each generator A^k v_j lies in W by definition.

```lean
/-- Every power of `A` applied to a starting vector lies in the block Krylov space. -/
theorem power_mem (A : End K V) {p : ℕ} (v : Fin p → V) (k : ℕ) (j : Fin p) :
    (A ^ k) (v j) ∈ blockKrylov A v :=
  Submodule.subset_span ⟨(k, j), rfl⟩
```

Applying A to a generator gives the next one,

A (A^k v_j) = A^(k+1) v_j ∈ W,

and by linearity A maps all of W into W. The Lean proof states this as an inclusion of W in `(blockKrylov A v).comap A`, the set of vectors that A sends into W, so that only the generators have to be checked. Invariance is needed later, when a suitable block is constructed; the upper bound uses only the membership of the generators.

```lean
/-- The block Krylov space is invariant under `A`. -/
theorem apply_mem (A : End K V) {p : ℕ} (v : Fin p → V) :
    ∀ x ∈ blockKrylov A v, A x ∈ blockKrylov A v := by
  have h : blockKrylov A v ≤ (blockKrylov A v).comap A := by
    refine Submodule.span_le.2 ?_
    rintro _ ⟨⟨k, j⟩, rfl⟩
    have hk := power_mem A v (k + 1) j
    rw [pow_succ', Module.End.mul_apply] at hk
    exact hk
  exact fun x hx => h hx
```

## Up to the span of the starting block, W lies in the image of A − μ

Fix μ, and write B = A − μ1 and S = span {v_0, ..., v_(p−1)}. Then

W ⊆ B(W) + S.

It suffices to check the generators, by induction on k. For k = 0, the vector v_j is in S. For the next power,

A^(k+1) v_j = B (A^k v_j) + μ A^k v_j.

The first term is in B(W), because A^k v_j is in W. The second is in B(W) + S by the induction hypothesis. In the code, `.map` is the image of a subspace and `⊔` is the sum of two subspaces; `hsplit` is the displayed identity.

```lean
/-- Up to the span of the starting block, every vector of the block Krylov space is the image
under `A - μ` of a vector of that space. -/
theorem krylov_le_shift_sup_block (A : End K V) {p : ℕ} (v : Fin p → V) (μ : K) :
    blockKrylov A v ≤ (blockKrylov A v).map (A - μ • (1 : End K V)) ⊔
      Submodule.span K (Set.range v) := by
  refine Submodule.span_le.2 ?_
  rintro _ ⟨⟨k, j⟩, rfl⟩
  induction k with
  | zero => exact Submodule.mem_sup_right (Submodule.subset_span ⟨j, rfl⟩)
  | succ k ih =>
    -- A^(k+1) v = (A - μ) A^k v + μ A^k v
    have hsplit : (A ^ (k + 1)) (v j) =
        (A - μ • (1 : End K V)) ((A ^ k) (v j)) + μ • (A ^ k) (v j) := by
      rw [pow_succ', Module.End.mul_apply]
      exact (sub_add_cancel _ _).symm
    have hmem := Submodule.add_mem _
      (Submodule.mem_sup_left (T := Submodule.span K (Set.range v))
        (Submodule.mem_map_of_mem (f := A - μ • (1 : End K V)) (power_mem A v k j)))
      (Submodule.smul_mem _ μ ih)
    rw [← hsplit] at hmem
    exact hmem
```

## Counting dimensions gives the bound

From here on V is finite-dimensional. Restrict B to W. The kernel of the restriction consists of the x in W with A x = μ x, which is W ∩ E_μ. Rank-nullity gives

dim W = dim B(W) + dim (W ∩ E_μ).

The previous inclusion gives

dim W ≤ dim B(W) + dim S ≤ dim B(W) + p.

Subtracting dim B(W) leaves

dim (W ∩ E_μ) ≤ p.

This holds for every A and every μ, whether or not A is diagonalizable. For a defective A, the bound concerns true eigenvectors and not generalized ones.

```lean
/-- The Krylov space of a block of `p` starting vectors meets each eigenspace of `A` in
dimension at most `p`. -/
theorem finrank_krylov_inf_eigenspace_le [FiniteDimensional K V] (A : End K V) {p : ℕ}
    (v : Fin p → V) (μ : K) :
    finrank K (blockKrylov A v ⊓ A.eigenspace μ : Submodule K V) ≤ p := by
  let W := blockKrylov A v
  let B : End K V := A - μ • (1 : End K V)
  -- the intersection is contained in the kernel of A - μ restricted to W
  have hker : W ⊓ A.eigenspace μ ≤ (LinearMap.ker (B.domRestrict W)).map W.subtype := by
    intro x hx
    refine ⟨⟨x, hx.1⟩, ?_, rfl⟩
    have hx2 : A x = μ • x := Module.End.mem_eigenspace_iff.1 hx.2
    exact LinearMap.mem_ker.2 (sub_eq_zero.2 hx2)
  have h1 := Submodule.finrank_mono hker
  have h2 := Submodule.finrank_map_le W.subtype (LinearMap.ker (B.domRestrict W))
  -- rank-nullity on W, and the count of generators modulo the image
  have h3 := LinearMap.finrank_range_add_finrank_ker (B.domRestrict W)
  rw [LinearMap.range_domRestrict] at h3
  have h4 : finrank K W ≤ finrank K (W.map B ⊔ Submodule.span K (Set.range v) :
      Submodule K V) := Submodule.finrank_mono (krylov_le_shift_sup_block A v μ)
  have h5 := Submodule.finrank_add_le_finrank_add_finrank (W.map B)
    (Submodule.span K (Set.range v))
  have h6 : finrank K (Submodule.span K (Set.range v)) ≤ p := by
    have h := finrank_range_le_card (R := K) v
    rw [Fintype.card_fin] at h
    exact h
  change finrank K (W ⊓ A.eigenspace μ : Submodule K V) ≤ p
  omega
```

The proof turns on `B.domRestrict W`, which restricts the domain of B to W but leaves V as the target. It therefore needs no proof that B maps W into itself. Its range, by `LinearMap.range_domRestrict`, is `W.map B`, exactly the subspace that appears in the preceding inclusion, so the two dimension counts share a term that cancels.

The kernel needs more care. It is a subspace of W regarded as a space in its own right, whereas `W ⊓ A.eigenspace μ` is a subspace of V. The inclusion map `W.subtype` carries the kernel back into V, and `hker` shows that the intersection is contained in the result. That one direction is enough for an upper bound. The facts `h1` to `h6` are then linear relations between natural numbers, and `omega` combines them.

## A fully resolved level needs at least d_μ starting vectors

If W contains all of E_μ, then W ∩ E_μ = E_μ, and the bound becomes

d_μ ≤ p.

With a single starting vector, only nondegenerate levels can be captured completely.

```lean
/-- If the block Krylov space contains a whole eigenspace, the block has at least as many
vectors as the degeneracy of that eigenvalue. -/
theorem degeneracy_le_block_size [FiniteDimensional K V] (A : End K V) {p : ℕ}
    (v : Fin p → V) (μ : K) (h : A.eigenspace μ ≤ blockKrylov A v) :
    finrank K (A.eigenspace μ) ≤ p := by
  have hb := finrank_krylov_inf_eigenspace_le A v μ
  rwa [inf_eq_right.2 h] at hb
```

## An invariant subspace separates different eigenvalues

The next section builds a block whose Krylov space contains every eigenspace at once. Its vectors are sums of components from different levels, and the following result separates them. Let W now be any subspace invariant under A. Take a finite set of distinct scalars and, for each μ in it, a vector u_μ with A u_μ = μ u_μ; zero vectors are allowed. Suppose the sum of the u_μ lies in W. Then every u_μ lies in W.

The proof removes one scalar at a time. Write the set as s together with one further element a, and let

x = u_a + Σ_(μ∈s) u_μ ∈ W.

By invariance,

(A − a) x = Σ_(μ∈s) (μ − a) u_μ ∈ W.

The component for a has gone. The statement for the smaller set s, applied to the vectors (μ − a) u_μ, puts each of these in W. Since μ ≠ a, division by μ − a gives u_μ ∈ W for every μ in s. Subtracting these vectors from x leaves u_a ∈ W.

The vectors change from one stage to the next, so the Lean induction is carried out with `generalizing u`. The fact `hcomb` is the sum after elimination, and `hrest` recovers the components in s.

```lean
/-- If an invariant subspace contains a sum of vectors `u μ` with `A (u μ) = μ u μ` for distinct
`μ`, it contains each of them. -/
theorem component_mem (A : End K V) (W : Submodule K V) (hW : ∀ x ∈ W, A x ∈ W)
    (s : Finset K) (u : K → V) (hu : ∀ μ ∈ s, A (u μ) = μ • u μ)
    (hs : ∑ μ ∈ s, u μ ∈ W) : ∀ μ ∈ s, u μ ∈ W := by
  classical
  induction s using Finset.induction_on generalizing u with
  | empty => intro μ hμ; exact absurd hμ (Finset.notMem_empty μ)
  | insert a s ha ih =>
    -- applying A - a removes the component with eigenvalue a
    have hcomb : ∑ μ ∈ s, (μ - a) • u μ ∈ W := by
      have h1 := W.sub_mem (hW _ hs) (W.smul_mem a hs)
      rw [Finset.sum_insert ha, map_add, map_sum, hu a (Finset.mem_insert_self a s),
        smul_add, Finset.smul_sum, add_sub_add_left_eq_sub, ← Finset.sum_sub_distrib] at h1
      convert h1 using 1
      refine Finset.sum_congr rfl fun μ hμ => ?_
      rw [hu μ (Finset.mem_insert_of_mem hμ), sub_smul]
    have hrest : ∀ μ ∈ s, u μ ∈ W := by
      intro μ hμ
      have h := ih (fun ν => (ν - a) • u ν) (fun ν hν => by

        rw [map_smul, hu ν (Finset.mem_insert_of_mem hν)]
        exact smul_comm _ _ _) hcomb μ hμ
      have hne : μ - a ≠ 0 := sub_ne_zero.2 fun e => ha (e ▸ hμ)
      exact (W.smul_mem_iff hne).1 h
    intro μ hμ
    rcases Finset.mem_insert.1 hμ with h | h
    · rw [h]
      rw [Finset.sum_insert ha] at hs
      exact (W.add_mem_iff_left (W.sum_mem hrest)).1 hs
    · exact hrest μ h
```

## Building a block that reaches every level

A subspace E with dim E ≤ p is spanned by p of its vectors: take a basis and fill the remaining places with zeros. The `if` in the code makes this choice, and expanding a vector of E in the basis shows that the list spans E.

```lean
/-- A subspace of dimension at most `p` is spanned by some `p` of its vectors, repetitions and
zeros allowed. -/
theorem exists_spanning_block [FiniteDimensional K V] (E : Submodule K V) {p : ℕ}
    (hp : finrank K E ≤ p) :
    ∃ u : Fin p → V, (∀ j, u j ∈ E) ∧ E ≤ Submodule.span K (Set.range u) := by
  let b := Module.finBasis K E
  -- a basis, padded with zeros
  refine ⟨fun j => if h : j.1 < finrank K E then (b ⟨j.1, h⟩ : V) else 0, ?_, ?_⟩
  · intro j
    dsimp only
    split_ifs with h
    · exact (b ⟨j.1, h⟩).2
    · exact E.zero_mem
  · intro x hx
    have h := congrArg E.subtype (b.sum_repr ⟨x, hx⟩)
    simp only [map_sum, map_smul, Submodule.subtype_apply] at h
    rw [← h]
    refine Submodule.sum_mem _ fun i _ => Submodule.smul_mem _ _ (Submodule.subset_span ?_)
    exact ⟨⟨i.1, lt_of_lt_of_le i.2 hp⟩, dif_pos i.2⟩
```

Now let A be diagonalizable, meaning that its eigenspaces together span V. Lean writes this hypothesis as `⨆ μ, A.eigenspace μ = ⊤`; every Hermitian matrix over ℂ satisfies it. Then

some block of p vectors has W = V ⇔ d_μ ≤ p for every μ.

From left to right, W = V contains every eigenspace, so the degeneracy bound applies to each μ.

From right to left, choose for each μ vectors u_(μ,0), ..., u_(μ,p−1) that span E_μ, and add them across the finitely many eigenvalues:

v_j = Σ_μ u_(μ,j).

Each v_j = A^0 v_j lies in the Krylov space W of this block. Since W is invariant, the separation result puts every u_(μ,j) in W. Hence E_μ ⊆ W for each eigenvalue μ. For any other μ the eigenspace is zero and there is nothing to check. The eigenspaces span V, so W = V.

The Lean proof follows the same route: `choose` selects the spanning lists, `hfin` supplies the finiteness of the set of eigenvalues, and `component_mem` does the separation. The smallest sufficient block size is thus set by the largest degeneracy and not by the number of levels. The theorem says that a suitable block exists, not that every block of that size is suitable; a block of zero vectors, for instance, generates only the zero space.

```lean
/-- For a diagonalizable `A`, some block of `p` starting vectors generates the whole space
if and only if every eigenspace has dimension at most `p`. -/
theorem exists_complete_block_iff [FiniteDimensional K V] (A : End K V)
    (hA : ⨆ μ, A.eigenspace μ = ⊤) (p : ℕ) :
    (∃ v : Fin p → V, blockKrylov A v = ⊤) ↔ ∀ μ, finrank K (A.eigenspace μ) ≤ p := by
  constructor
  · rintro ⟨v, hv⟩ μ
    exact degeneracy_le_block_size A v μ (hv ▸ le_top)
  · intro hp
    choose u hu hspan using fun μ => exists_spanning_block (A.eigenspace μ) (hp μ)
    have hfin : {μ : K | A.HasEigenvalue μ}.Finite := Module.End.finite_hasEigenvalue A
    -- each starting vector has one component in every eigenspace
    let v : Fin p → V := fun j => ∑ μ ∈ hfin.toFinset, u μ j
    refine ⟨v, ?_⟩
    rw [eq_top_iff, ← hA]
    refine iSup_le fun μ => ?_
    by_cases hμ : A.HasEigenvalue μ
    · refine (hspan μ).trans (Submodule.span_le.2 ?_)
      rintro _ ⟨j, rfl⟩
      exact component_mem A (blockKrylov A v) (apply_mem A v) hfin.toFinset (fun ν => u ν j)
        (fun ν _ => Module.End.mem_eigenspace_iff.1 (hu ν j)) (power_mem A v 0 j) μ
        (hfin.mem_toFinset.2 hμ)
    · have hbot : A.eigenspace μ = ⊥ := by
        by_contra h
        exact hμ h
      rw [hbot]
      exact bot_le

end BlockKrylovDegeneracy
```

```lean
#print axioms BlockKrylovDegeneracy.finrank_krylov_inf_eigenspace_le
#print axioms BlockKrylovDegeneracy.exists_complete_block_iff
```

```
'BlockKrylovDegeneracy.finrank_krylov_inf_eigenspace_le' depends on axioms: [propext, Classical.choice, Quot.sound]
'BlockKrylovDegeneracy.exists_complete_block_iff' depends on axioms: [propext, Classical.choice, Quot.sound]
```
